# For real orthonormal orbitals, only occupied–virtual response curves the determinant overlap at the reference geometry

The occupied orbitals are modelled here as a real matrix $C(x)$ that depends on one nuclear coordinate $x$. Its rows refer to a finite orthonormal basis that does not move with the nuclei, its columns are the occupied spin orbitals, and derivatives are taken entry by entry. Orthonormality then reads $C(x)^TC(x)=1$, with no basis overlap matrix.

Fix a reference geometry $x_0$. Let $C$ be differentiable everywhere, with its derivative $C'$ differentiable at $x_0$. Write $C$, $C'$, $C''$ without argument for the values at $x_0$, and set
$$S(x)=\det\big(C(x_0)^TC(x)\big),\qquad A=C^TC'.$$
The claim is that
$$S'(x_0)=0,\qquad S''(x_0)=-\big(\operatorname{tr}C'^TC'-\operatorname{tr}A^TA\big)\le 0 .$$

For a single determinant in such a fixed basis, a coordinate of mass $\mu$ contributes $-S''(x_0)/2\mu$ (atomic units) to the diagonal Born–Oppenheimer correction, so rotations among occupied orbitals do not contribute to it.

## From orthonormality to the curvature

Let $M(x)=C(x_0)^TC(x)$, so that $M(x_0)=1$, $M'(x_0)=A$ and $M''(x_0)=C^TC''$. Applying the product rule to the permutation expansion of $\det M$ gives a sum of determinants, each with one column differentiated. By Cramer's rule this sum is Jacobi's formula,
$$(\det M)'=\operatorname{tr}(\operatorname{adj}M\;M').$$

At $x_0$ the adjugate is the identity, hence $S'(x_0)=\operatorname{tr}A$. Differentiating $C(x)^TC(x)=1$ once gives $A^T+A=0$. So $A$ is antisymmetric, its trace vanishes, and $S'(x_0)=0$.

For the second derivative we need $(\operatorname{adj}M)'$. Differentiating $M\operatorname{adj}M=(\det M)\,1$ at $x_0$ gives $A+(\operatorname{adj}M)'=(\operatorname{tr}A)\,1$. Therefore
$$S''(x_0)=\operatorname{tr}\big((\operatorname{adj}M)'A\big)+\operatorname{tr}M''=(\operatorname{tr}A)^2-\operatorname{tr}A^2+\operatorname{tr}C^TC''.$$

Antisymmetry turns $-\operatorname{tr}A^2$ into $\operatorname{tr}A^TA$. Differentiating orthonormality twice gives $C''^TC+2C'^TC'+C^TC''=0$, whose trace is $\operatorname{tr}C^TC''=-\operatorname{tr}C'^TC'$. This yields the stated formula.

For the sign, let $R=C'-CA$ be the response with its occupied part projected out. Using $C^TC=1$,
$$R^TR=C'^TC'-A^TA-A^TA+A^TA=C'^TC'-A^TA,$$
so $S''(x_0)=-\sum_{ij}R_{ij}^2$. It vanishes exactly when $C'=CA$.

If the columns of $V$ are virtual orbitals with $CC^T+VV^T=1$, inserting this identity between $C'^T$ and $C'$ gives
$$S''(x_0)=-\sum_{a,i}(V^TC')_{ai}^2,$$
where $a$ labels virtual and $i$ occupied orbitals.

## Orbitals and overlap in Lean

The index types `ι`, `o` and `v` label basis functions, occupied orbitals and virtual orbitals.

```lean
import Mathlib

open scoped Matrix

namespace DeterminantOverlap

variable {m n p ι o v : Type*} [Fintype n] [Fintype ι] [Fintype o] [DecidableEq o] [Fintype v]
```

`HasMatDerivAt F F' x` says that every entry of `F` has the corresponding entry of `F'` as its derivative at `x`.

```lean
/-- The matrix function `F` has the entrywise derivative `F'` at the nuclear coordinate `x`. -/
def HasMatDerivAt (F : ℝ → Matrix m p ℝ) (F' : Matrix m p ℝ) (x : ℝ) : Prop :=
  ∀ i j, HasDerivAt (fun t => F t i j) (F' i j) x
```

The determinant formula serves as the definition of the overlap; antisymmetrised many-electron functions do not appear.

```lean
/-- Overlap of the Slater determinants built from the occupied orbitals at `x₀` and at `x`. -/
def overlap (C : ℝ → Matrix ι o ℝ) (x₀ x : ℝ) : ℝ := ((C x₀)ᵀ * C x).det
```

## Differentiating products and determinants

The matrix product rule is the scalar rule summed over the inner index.

```lean
/-- Product rule for matrix functions of a nuclear coordinate. -/
theorem HasMatDerivAt.mul {F : ℝ → Matrix m n ℝ} {G : ℝ → Matrix n p ℝ}
    {F' : Matrix m n ℝ} {G' : Matrix n p ℝ} {x : ℝ}
    (hF : HasMatDerivAt F F' x) (hG : HasMatDerivAt G G' x) :
    HasMatDerivAt (fun t => F t * G t) (F' * G x + F x * G') x := by
  intro i j
  simp only [Matrix.mul_apply, Matrix.add_apply, ← Finset.sum_add_distrib]
  exact HasDerivAt.fun_sum fun k _ => (hF i k).fun_mul (hG k j)
```

In Jacobi's formula, `h1` identifies each diagonal entry of $\operatorname{adj}M\,M'$ with a determinant that has one column replaced, and `key` expands these over permutations. The last lines differentiate the permutation expansion of $\det M$ and meet the same sum.

```lean
/-- Jacobi's formula: the derivative of `det M` is the trace of `adj M` times `M'`. -/
theorem HasMatDerivAt.det {M : ℝ → Matrix o o ℝ} {M' : Matrix o o ℝ} {x : ℝ}
    (h : HasMatDerivAt M M' x) :
    HasDerivAt (fun t => (M t).det) ((M x).adjugate * M').trace x := by
  -- Cramer's rule: each diagonal entry is a determinant with one column differentiated
  have h1 : ∀ i, ((M x).adjugate * M') i i =
      ((M x).updateCol i (fun k => M' k i)).det := by
    intro i
    rw [← Matrix.cramer_apply, Matrix.cramer_eq_adjugate_mulVec]
    rfl
  have key : ((M x).adjugate * M').trace = ∑ σ : Equiv.Perm o,
      ((Equiv.Perm.sign σ : ℤ) : ℝ) *
        ∑ i, (∏ j ∈ Finset.univ.erase i, M x (σ j) j) * M' (σ i) i := by
    simp only [Matrix.trace, Matrix.diag_apply, h1, Matrix.det_apply', Finset.mul_sum]
    rw [Finset.sum_comm]
    refine Finset.sum_congr rfl fun σ _ => Finset.sum_congr rfl fun i _ => ?_
    have hp : ∏ j ∈ Finset.univ.erase i, (M x).updateCol i (fun k => M' k i) (σ j) j =
        ∏ j ∈ Finset.univ.erase i, M x (σ j) j :=
      Finset.prod_congr rfl fun j hj => by
        rw [Matrix.updateCol_ne (Finset.ne_of_mem_erase hj)]
    rw [← Finset.prod_erase_mul _ _ (Finset.mem_univ i), hp, Matrix.updateCol_self]
  rw [key]
  simp only [Matrix.det_apply']
  refine HasDerivAt.fun_sum fun σ _ => HasDerivAt.const_mul _ ?_
  simpa only [smul_eq_mul] using HasDerivAt.fun_finsetProd (u := Finset.univ)
    (f := fun i t => M t (σ i) i) (f' := fun i => M' (σ i) i) (fun i _ => h (σ i) i)
```

The next proof turns on `HasDerivAt.unique`: if one function has two derivatives at one point, they are equal. This is how Lean "differentiates both sides" of an identity. Here `e1` differentiates an entry of $M\operatorname{adj}M$ by the product rule, with an unknown matrix `P` for $(\operatorname{adj}M)'$, while `e2` differentiates the same entry after rewriting it as $\det M$ times an entry of the identity. Then `e1.unique e2` is a linear equation for `P`.

The argument needs `P` to exist beforehand. That is the task of `hadj`: each entry of the adjugate is a determinant with one row held constant, so Jacobi's formula makes it differentiable.

```lean
/-- Second derivative of a determinant at a point where the matrix is the identity. -/
theorem det_second_deriv {M M₁ : ℝ → Matrix o o ℝ} {M₂ : Matrix o o ℝ} {x₀ : ℝ}
    (hM : ∀ x, HasMatDerivAt M (M₁ x) x) (hM₁ : HasMatDerivAt M₁ M₂ x₀) (h1 : M x₀ = 1) :
    HasDerivAt (deriv fun t => (M t).det)
      ((M₁ x₀).trace ^ 2 - (M₁ x₀ * M₁ x₀).trace + M₂.trace) x₀ := by
  have hd : (deriv fun t => (M t).det) = fun t => ((M t).adjugate * M₁ t).trace :=
    funext fun t => (hM t).det.deriv
  -- the adjugate is differentiable, its entries being determinants
  have hadj : ∀ i j, DifferentiableAt ℝ (fun t => (M t).adjugate i j) x₀ := by
    intro i j
    simp only [Matrix.adjugate_apply]
    refine (HasMatDerivAt.det (M := fun t => (M t).updateRow j (Pi.single i 1))
      (M' := (M₁ x₀).updateRow j 0) ?_).differentiableAt
    intro k l
    by_cases hk : k = j
    · subst hk
      simp only [Matrix.updateRow_self, Pi.zero_apply]
      exact hasDerivAt_const x₀ _
    · simp only [Matrix.updateRow_ne hk]
      exact hM x₀ k l
  obtain ⟨P, hP⟩ : ∃ P, HasMatDerivAt (fun t => (M t).adjugate) P x₀ :=
    ⟨fun i j => deriv (fun t => (M t).adjugate i j) x₀, fun i j => (hadj i j).hasDerivAt⟩
  -- differentiate M * adj M = det M at the identity
  have hPval : P = (M₁ x₀).trace • (1 : Matrix o o ℝ) - M₁ x₀ := by
    ext i j
    have e1 := (hM x₀).mul hP i j
    have e2 : HasDerivAt (fun t => (M t * (M t).adjugate) i j)
        ((M₁ x₀).trace * (1 : Matrix o o ℝ) i j) x₀ := by
      simp only [Matrix.mul_adjugate, Matrix.smul_apply, smul_eq_mul]
      simpa only [h1, Matrix.adjugate_one, Matrix.one_mul] using
        (hM x₀).det.mul_const ((1 : Matrix o o ℝ) i j)
    have e := e1.unique e2
    simp only [h1, Matrix.adjugate_one, Matrix.mul_one, Matrix.one_mul,
      Matrix.add_apply] at e
    simp only [Matrix.sub_apply, Matrix.smul_apply, smul_eq_mul]
    linarith
  have ht : HasDerivAt (fun t => ((M t).adjugate * M₁ t).trace)
      (P * M₁ x₀ + (M x₀).adjugate * M₂).trace x₀ := by
    simp only [Matrix.trace, Matrix.diag_apply]
    exact HasDerivAt.fun_sum fun i _ => hP.mul hM₁ i i
  rw [hd]
  refine ht.congr_deriv ?_
  simp only [hPval, h1, Matrix.adjugate_one, Matrix.sub_mul, Matrix.smul_mul, Matrix.one_mul,
    Matrix.trace_add, Matrix.trace_sub, Matrix.trace_smul, smul_eq_mul]
  ring
```

## Orthonormality and the projected response

The same device gives both consequences of orthonormality, since one side of each identity is now constant. The first derivative identity holds at every $x$, which is what allows it to be differentiated again at $x_0$.

```lean
/-- Orthonormality differentiated once makes `Cᵀ C'` antisymmetric; differentiated twice it
fixes the trace of `Cᵀ C''`. -/
theorem orthonormality_derivs {C C' : ℝ → Matrix ι o ℝ} {C'' : Matrix ι o ℝ} {x₀ : ℝ}
    (horth : ∀ x, (C x)ᵀ * C x = 1) (hC : ∀ x, HasMatDerivAt C (C' x) x)
    (hC' : HasMatDerivAt C' C'' x₀) :
    (C' x₀)ᵀ * C x₀ + (C x₀)ᵀ * C' x₀ = 0 ∧
      ((C x₀)ᵀ * C'').trace = -((C' x₀)ᵀ * C' x₀).trace := by
  have hT : ∀ x, HasMatDerivAt (fun t => (C t)ᵀ) (C' x)ᵀ x := fun x i j => hC x j i
  have hT' : HasMatDerivAt (fun t => (C' t)ᵀ) C''ᵀ x₀ := fun i j => hC' j i
  have first : ∀ x, (C' x)ᵀ * C x + (C x)ᵀ * C' x = 0 := by
    intro x
    ext i j
    have h := (hT x).mul (hC x) i j
    simp only [horth] at h
    exact h.unique (hasDerivAt_const x _)
  have second : (C''ᵀ * C x₀ + (C' x₀)ᵀ * C' x₀) +
      ((C' x₀)ᵀ * C' x₀ + (C x₀)ᵀ * C'') = 0 := by
    ext i j
    have hz : (fun t => ((C' t)ᵀ * C t) i j + ((C t)ᵀ * C' t) i j) = fun _ => (0 : ℝ) :=
      funext fun t => by
        simpa only [Matrix.add_apply, Matrix.zero_apply] using
          congrArg (fun X : Matrix o o ℝ => X i j) (first t)
    have h := (hT'.mul (hC x₀) i j).fun_add ((hT x₀).mul hC' i j)
    rw [hz] at h
    exact h.unique (hasDerivAt_const x₀ _)
  refine ⟨first x₀, ?_⟩
  have ht := congrArg Matrix.trace second
  have hs : (C''ᵀ * C x₀).trace = ((C x₀)ᵀ * C'').trace := by
    rw [← Matrix.trace_transpose (C''ᵀ * C x₀), Matrix.transpose_mul,
      Matrix.transpose_transpose]
  simp only [Matrix.trace_add, Matrix.trace_zero] at ht
  linarith
```

The next lemma is the computation of $R^TR$, with `D` for the response. It is pure matrix algebra and uses only $C^TC=1$.

```lean
/-- Removing the occupied-occupied part from the squared orbital response leaves the squared
norm of the response projected out of the occupied space. -/
theorem response_eq_sum_sq {C D : Matrix ι o ℝ} (h : Cᵀ * C = 1) :
    (Dᵀ * D).trace - ((Cᵀ * D)ᵀ * (Cᵀ * D)).trace =
      ∑ i, ∑ j, (D - C * (Cᵀ * D)) i j ^ 2 := by
  have hX : ∀ X : Matrix o o ℝ, Cᵀ * (C * X) = X := fun X => by
    rw [← Matrix.mul_assoc, h, Matrix.one_mul]
  have hR : (D - C * (Cᵀ * D))ᵀ * (D - C * (Cᵀ * D)) =
      Dᵀ * D - (Cᵀ * D)ᵀ * (Cᵀ * D) := by
    simp only [Matrix.transpose_sub, Matrix.transpose_mul, Matrix.transpose_transpose,
      Matrix.sub_mul, Matrix.mul_sub, Matrix.mul_assoc, hX]
    abel
  rw [← Matrix.trace_sub, ← hR, Finset.sum_comm]
  generalize D - C * (Cᵀ * D) = R
  simp only [Matrix.trace, Matrix.diag_apply, Matrix.mul_apply, Matrix.transpose_apply, sq]
```

## The curvature theorem

The hypotheses of `overlap_derivs` are orthonormality at all geometries (`horth`), differentiability everywhere (`hC`) and a second derivative at `x₀` (`hC'`); continuity of the second derivative is not required. The orbitals need not solve the Hartree–Fock equations. An atom-centred basis that moves with the nuclei is not covered, because its own derivatives would add terms.

The three conclusions are stationarity, the value of the second derivative and its sign. The second derivative is the derivative of `deriv (overlap C x₀)`, and its existence is part of the conclusion. In the proof, `hAT` and `htr` are the antisymmetry and zero trace of $A$, and `hE` replaces the trace containing $C''$.

```lean
/-- The determinant overlap is stationary at `x₀`, and its second derivative there is minus the
squared orbital response without its occupied-occupied part, which is never positive. -/
theorem overlap_derivs {C C' : ℝ → Matrix ι o ℝ} {C'' : Matrix ι o ℝ} {x₀ : ℝ}
    (horth : ∀ x, (C x)ᵀ * C x = 1) (hC : ∀ x, HasMatDerivAt C (C' x) x)
    (hC' : HasMatDerivAt C' C'' x₀) :
    HasDerivAt (overlap C x₀) 0 x₀ ∧
    HasDerivAt (deriv (overlap C x₀)) (-(((C' x₀)ᵀ * C' x₀).trace -
      (((C x₀)ᵀ * C' x₀)ᵀ * ((C x₀)ᵀ * C' x₀)).trace)) x₀ ∧
    -(((C' x₀)ᵀ * C' x₀).trace -
      (((C x₀)ᵀ * C' x₀)ᵀ * ((C x₀)ᵀ * C' x₀)).trace) ≤ 0 := by
  obtain ⟨hA, hE⟩ := orthonormality_derivs horth hC hC'
  have hconst : ∀ x, HasMatDerivAt (fun _ => (C x₀)ᵀ) 0 x :=
    fun x i j => hasDerivAt_const x _
  have hM : ∀ x, HasMatDerivAt (fun t => (C x₀)ᵀ * C t) ((C x₀)ᵀ * C' x) x := fun x => by
    simpa only [Matrix.zero_mul, zero_add] using (hconst x).mul (hC x)
  have hM' : HasMatDerivAt (fun t => (C x₀)ᵀ * C' t) ((C x₀)ᵀ * C'') x₀ := by
    simpa only [Matrix.zero_mul, zero_add] using (hconst x₀).mul hC'
  -- A is antisymmetric, hence traceless
  have hAT : ((C x₀)ᵀ * C' x₀)ᵀ = -((C x₀)ᵀ * C' x₀) := by
    rw [Matrix.transpose_mul, Matrix.transpose_transpose]
    exact eq_neg_of_add_eq_zero_left hA
  have htr : ((C x₀)ᵀ * C' x₀).trace = 0 := by
    have h := congrArg Matrix.trace hAT
    rw [Matrix.trace_transpose, Matrix.trace_neg] at h
    linarith
  refine ⟨?_, ?_, ?_⟩
  · refine (hM x₀).det.congr_deriv ?_
    simp only [horth, Matrix.adjugate_one, Matrix.one_mul, htr]
  · refine (det_second_deriv hM hM' (horth x₀)).congr_deriv ?_
    rw [hAT, Matrix.neg_mul, Matrix.trace_neg, htr, hE]
    ring
  · rw [response_eq_sum_sq (horth x₀)]
    exact neg_nonpos.2 (Finset.sum_nonneg fun i _ => Finset.sum_nonneg fun j _ => sq_nonneg _)
```

For the virtual-orbital form, completeness enters as the hypothesis `hV`, which says that occupied and virtual orbitals together resolve the identity of the finite basis. The `calc` block inserts it between the two responses.

```lean
/-- If the columns of `V` complete the occupied orbitals at `x₀`, the second derivative of the
overlap is minus the sum of squared occupied-virtual response elements. -/
theorem overlap_second_deriv_virtual [DecidableEq ι] {C C' : ℝ → Matrix ι o ℝ}
    {C'' : Matrix ι o ℝ} {x₀ : ℝ} {V : Matrix ι v ℝ}
    (horth : ∀ x, (C x)ᵀ * C x = 1) (hC : ∀ x, HasMatDerivAt C (C' x) x)
    (hC' : HasMatDerivAt C' C'' x₀) (hV : C x₀ * (C x₀)ᵀ + V * Vᵀ = 1) :
    HasDerivAt (deriv (overlap C x₀)) (-∑ a, ∑ i, (Vᵀ * C' x₀) a i ^ 2) x₀ := by
  refine (overlap_derivs horth hC hC').2.1.congr_deriv ?_
  -- insert the resolution of the identity between the two responses
  have h : (C' x₀)ᵀ * C' x₀ = ((C x₀)ᵀ * C' x₀)ᵀ * ((C x₀)ᵀ * C' x₀) +
      (Vᵀ * C' x₀)ᵀ * (Vᵀ * C' x₀) := by
    calc (C' x₀)ᵀ * C' x₀ = (C' x₀)ᵀ * ((C x₀ * (C x₀)ᵀ + V * Vᵀ) * C' x₀) := by
          rw [hV, Matrix.one_mul]
      _ = _ := by
          simp only [Matrix.transpose_mul, Matrix.transpose_transpose, Matrix.add_mul,
            Matrix.mul_add, Matrix.mul_assoc]
  rw [h, Matrix.trace_add, add_sub_cancel_left, Finset.sum_comm]
  generalize Vᵀ * C' x₀ = R
  simp only [Matrix.trace, Matrix.diag_apply, Matrix.mul_apply, Matrix.transpose_apply, sq]
```

The equality case follows because a sum of squares vanishes only if every term does.

```lean
/-- The second derivative of the overlap vanishes exactly when the orbital response lies in the
occupied space. -/
theorem overlap_second_deriv_eq_zero_iff {C C' : ℝ → Matrix ι o ℝ} {C'' : Matrix ι o ℝ}
    {x₀ : ℝ} (horth : ∀ x, (C x)ᵀ * C x = 1) (hC : ∀ x, HasMatDerivAt C (C' x) x)
    (hC' : HasMatDerivAt C' C'' x₀) :
    deriv (deriv (overlap C x₀)) x₀ = 0 ↔ C' x₀ = C x₀ * ((C x₀)ᵀ * C' x₀) := by
  rw [(overlap_derivs horth hC hC').2.1.deriv, neg_eq_zero, response_eq_sum_sq (horth x₀),
    ← sub_eq_zero (a := C' x₀)]
  generalize C' x₀ - C x₀ * ((C x₀)ᵀ * C' x₀) = R
  constructor
  · intro h
    ext i j
    have h1 := (Finset.sum_eq_zero_iff_of_nonneg
      (fun i _ => Finset.sum_nonneg fun j _ => sq_nonneg (R i j))).1 h i (Finset.mem_univ i)
    have h2 := (Finset.sum_eq_zero_iff_of_nonneg
      (fun j _ => sq_nonneg (R i j))).1 h1 j (Finset.mem_univ j)
    exact (pow_eq_zero_iff two_ne_zero).1 h2
  · intro h
    simp [h]
```

## One orbital rotating in a plane

Take the normalised orbital $(\cos x,\sin x)^T$ in a two-dimensional basis. Its derivative $(-\sin x,\cos x)^T$ is the virtual orbital.

```lean
/-- One occupied orbital rotating in a two-dimensional basis. -/
noncomputable def rotatingOrbital (x : ℝ) : Matrix (Fin 2) (Fin 1) ℝ :=
  !![Real.cos x; Real.sin x]

/-- The orbital orthogonal to the rotating one. -/
noncomputable def rotatingVirtual (x : ℝ) : Matrix (Fin 2) (Fin 1) ℝ :=
  !![-Real.sin x; Real.cos x]
```

The final theorem checks orthonormality and both derivatives, and finds a squared response of one at $x=0$. This agrees with the direct calculation for $x_0=0$: $S(x)=\cos x$, so $S''(0)=-1$.

```lean
/-- The rotating orbital is normalised and twice differentiable, and its squared response
without the occupied-occupied part equals one at `x = 0`. -/
theorem rotatingOrbital_witness :
    (∀ x, (rotatingOrbital x)ᵀ * rotatingOrbital x = 1) ∧
    (∀ x, HasMatDerivAt rotatingOrbital (rotatingVirtual x) x) ∧
    (∀ x, HasMatDerivAt rotatingVirtual (-rotatingOrbital x) x) ∧
    ((rotatingVirtual 0)ᵀ * rotatingVirtual 0).trace -
      (((rotatingOrbital 0)ᵀ * rotatingVirtual 0)ᵀ *
        ((rotatingOrbital 0)ᵀ * rotatingVirtual 0)).trace = 1 := by
  refine ⟨fun x => ?_, fun x i j => ?_, fun x i j => ?_, ?_⟩
  · ext i j
    fin_cases i
    fin_cases j
    simp [rotatingOrbital, Matrix.mul_apply, Fin.sum_univ_succ, ← sq]
  · fin_cases i <;> fin_cases j
    · simpa [rotatingOrbital, rotatingVirtual] using Real.hasDerivAt_cos x
    · simpa [rotatingOrbital, rotatingVirtual] using Real.hasDerivAt_sin x
  · fin_cases i <;> fin_cases j
    · simpa [rotatingOrbital, rotatingVirtual] using (Real.hasDerivAt_sin x).fun_neg
    · simpa [rotatingOrbital, rotatingVirtual] using Real.hasDerivAt_cos x
  · simp [rotatingOrbital, rotatingVirtual, Matrix.trace, Matrix.mul_apply, Fin.sum_univ_succ]

end DeterminantOverlap
```

```lean
#print axioms DeterminantOverlap.overlap_second_deriv_virtual
#print axioms DeterminantOverlap.overlap_second_deriv_eq_zero_iff
```

```
'DeterminantOverlap.overlap_second_deriv_virtual' depends on axioms: [propext, Classical.choice, Quot.sound]
'DeterminantOverlap.overlap_second_deriv_eq_zero_iff' depends on axioms: [propext, Classical.choice, Quot.sound]
```
